# A recursive boson weight for three particles that changes when two labels are exchanged

A recursive weight for bosons is built from real numbers called links: the newest particle closes a ring of consecutively labelled particles, the older ones keep their own weight, and the sum over rings is divided by the number of particles. The theorem takes three particles whose only non-zero links are 0 → 1 → 2 → 0, each equal to 1, and states that the weight is 1/3, but 0 once particles 0 and 1 exchange labels. The links are simply given as a matrix, not derived from a Hamiltonian or from particle positions. The proof writes the recursion out as an explicit formula in the matrix entries, then evaluates it for the two labellings.

As first written in Lean, the proof fails:

```lean
import Mathlib

open Finset Matrix

namespace BosonRingRecursion

noncomputable section

variable {ι : Type*} {n N : ℕ}

/-- Product of the links around the ring `m → m+1 → ⋯ → n → m`. -/
def cycleWeight (b : ℕ → ℕ → ℝ) (m n : ℕ) : ℝ :=
  b n m * ∏ j ∈ Ico m n, b j (j + 1)

/-- The recursive boson weight: the newest particle lies on a ring of consecutive labels
`m, …, n`, and the `m` older particles carry their own boson weight. -/
def bosonWeight (b : ℕ → ℕ → ℝ) : ℕ → ℝ
  | 0 => 1
  | n + 1 => (∑ m : Fin (n + 1), cycleWeight b m n * bosonWeight b m) / ((n : ℝ) + 1)

/-- The link matrix of `N` particles read with natural-number labels, zero outside. -/
def linkTable (a : Matrix (Fin N) (Fin N) ℝ) (i j : ℕ) : ℝ :=
  if h : i < N ∧ j < N then a ⟨i, h.1⟩ ⟨j, h.2⟩ else 0

/-- Three particles whose only links are `0 → 1 → 2 → 0`. -/
def threeRing : Matrix (Fin 3) (Fin 3) ℝ := !![0, 1, 0; 0, 0, 1; 1, 0, 0]

/-- For the three-particle ring the boson weight is `1/3`, and it is `0` after
two particles exchange labels. -/
theorem bosonWeight_depends_on_labels :
    bosonWeight (linkTable threeRing) 3 = 1 / 3 ∧
    bosonWeight (linkTable (threeRing.submatrix (Equiv.swap 0 1) (Equiv.swap 0 1))) 3 = 0 := by
  -- the recursion written out for three particles
  have h3 : ∀ b : ℕ → ℕ → ℝ, bosonWeight b 3 = (b 2 0 * (b 0 1 * b 1 2)
      + b 2 1 * b 1 2 * b 0 0 + b 2 2 * ((b 1 0 * b 0 1 + b 1 1 * b 0 0) / 2)) / 3 := by
    intro b
    have hs : ∀ n : ℕ, bosonWeight b (n + 1)
        = (∑ m ∈ range (n + 1), cycleWeight b m n * bosonWeight b m) / ((n : ℝ) + 1) := by
      intro n
      rw [bosonWeight, Finset.sum_range]
    have w0 : bosonWeight b 0 = 1 := by rw [bosonWeight]
    have w1 : bosonWeight b 1 = b 0 0 := by
      refine (hs 0).trans ?_
      simp only [Finset.sum_range_succ, Finset.sum_range_zero, w0]
      simp only [cycleWeight, Finset.Ico_self, Finset.prod_empty]
      push_cast
      ring
    have w2 : bosonWeight b 2 = (b 1 0 * b 0 1 + b 1 1 * b 0 0) / 2 := by
      refine (hs 1).trans ?_
      simp only [Finset.sum_range_succ, Finset.sum_range_zero, w0, w1]
      simp only [cycleWeight, Finset.prod_Ico_eq_prod_range, Finset.prod_range_succ,
        Finset.prod_range_zero]
      push_cast
      ring
    refine (hs 2).trans ?_
    simp only [Finset.sum_range_succ, Finset.sum_range_zero, w0, w1, w2]
    simp only [cycleWeight, Finset.prod_Ico_eq_prod_range, Finset.prod_range_succ,
      Finset.prod_range_zero]
    push_cast
    ring
  have h : ∀ A : Matrix (Fin 3) (Fin 3) ℝ, bosonWeight (linkTable A) 3
      = (A 2 0 * (A 0 1 * A 1 2) + A 2 1 * A 1 2 * A 0 0
        + A 2 2 * ((A 1 0 * A 0 1 + A 1 1 * A 0 0) / 2)) / 3 := by
    intro A
    have e : ∀ i j : Fin 3, linkTable A (i : ℕ) (j : ℕ) = A i j := by
      intro i j
      unfold linkTable
      exact dif_pos ⟨i.isLt, j.isLt⟩
    rw [h3, show linkTable A 2 0 = A 2 0 from e 2 0, show linkTable A 0 1 = A 0 1 from e 0 1,
      show linkTable A 1 2 = A 1 2 from e 1 2, show linkTable A 2 1 = A 2 1 from e 2 1,
      show linkTable A 0 0 = A 0 0 from e 0 0, show linkTable A 2 2 = A 2 2 from e 2 2,
      show linkTable A 1 0 = A 1 0 from e 1 0, show linkTable A 1 1 = A 1 1 from e 1 1]
  have s0 : Equiv.swap (0 : Fin 3) 1 0 = 1 := by decide
  have s1 : Equiv.swap (0 : Fin 3) 1 1 = 0 := by decide
  have s2 : Equiv.swap (0 : Fin 3) 1 2 = 2 := by decide
  constructor
  · rw [h]
    norm_num [threeRing]
  · rw [h]
    simp only [Matrix.submatrix_apply, s0, s1, s2]
    norm_num [threeRing]

end

end BosonRingRecursion
```

Compiling this gives:

```
Main.lean:77:2: error: unsolved goals
case left
h3 :
  ∀ (b : ℕ → ℕ → ℝ),
    bosonWeight b 3 =
      (b 2 0 * (b 0 1 * b 1 2) + b 2 1 * b 1 2 * b 0 0 + b 2 2 * ((b 1 0 * b 0 1 + b 1 1 * b 0 0) / 2)) / 3
h :
  ∀ (A : Matrix (Fin 3) (Fin 3) ℝ),
    bosonWeight (linkTable A) 3 =
      (A 2 0 * (A 0 1 * A 1 2) + A 2 1 * A 1 2 * A 0 0 + A 2 2 * ((A 1 0 * A 0 1 + A 1 1 * A 0 0) / 2)) / 3
s0 : (Equiv.swap 0 1) 0 = 1
s1 : (Equiv.swap 0 1) 1 = 0
s2 : (Equiv.swap 0 1) 2 = 2
⊢ vecCons 0 (fun i => vecCons 0 (fun i => 1) i) 2 * ![0, 0, 1] 2 = 1
```

Diagnosis. The error is in the first half, the value 1/3. The goal left by `norm_num [threeRing]` is a product of two unevaluated matrix entries, set equal to 1. They are the links 2 → 0 and 1 → 2, and both are still vectors read at index 2. `norm_num` had unfolded the matrix and evaluated what it needed at indices 0 and 1, but its simplification did not reduce these lookups at 2. The goal is true, since both entries are 1, but it was not closed.

The repair rewrites six entries to their numerical values before calling `norm_num`. Each value is proved by `rfl`, that is, by computing the entry from the definition of `threeRing`. The entries `threeRing 1 0` and `threeRing 1 1` need no rewriting, because they occur only in a term multiplied by `threeRing 2 2`, which is 0. Only arithmetic is then left, so `norm_num` no longer needs `threeRing` as an argument.

The second half is unchanged. There every term vanishes through entries at indices 0 and 1 alone, so the unreduced lookups do no harm.

This version goes through:

```diff
@@ -75,6 +75,8 @@
   have s2 : Equiv.swap (0 : Fin 3) 1 2 = 2 := by decide
   constructor
-  · rw [h]
-    norm_num [threeRing]
+  · rw [h, show threeRing 2 0 = 1 from rfl, show threeRing 0 1 = 1 from rfl,
+      show threeRing 1 2 = 1 from rfl, show threeRing 2 1 = 0 from rfl,
+      show threeRing 0 0 = 0 from rfl, show threeRing 2 2 = 0 from rfl]
+    norm_num
   · rw [h]
     simp only [Matrix.submatrix_apply, s0, s1, s2]
```
